# For free s-waves in a box, the central level difference gives the energy-normalised amplitude exactly

A particle confined to a sphere has discrete states of unit norm, whereas a continuum wave is often normalised per unit energy. A density of states converts one into the other. A list of discrete levels does not supply the derivative $dn/dE$ directly, and a finite difference can take its place. Here it is the central one: the density of states at level $n$ is $2/(E(n+1)-E(n-1))$, two level steps divided by the energy they span.

For a free s-wave in a box of radius $R>0$, with label $n\ge 1$, wave number $k=n\pi/R$ and energy $E(n)=k^2/2$ in atomic units, this choice turns the unit-norm amplitude $\sqrt{2/R}$ into the energy-normalised one:

$$\sqrt{\frac2R}\,\sqrt{\frac{2}{E(n+1)-E(n-1)}}=\sqrt{\frac{2}{\pi k}} ,$$

with no correction in $1/n$ or $1/R$. For $n=1$ the difference uses the value $E(0)=0$ of the energy formula, which is not a level of the box. Box calculations of atomic continua with one open channel, for instance in a B-spline basis, can use the same factor to rescale their unit-norm states; the exact equality is established here for the free s-wave only.

## Zero potential and zero angular momentum

This assumption is written into the definitions. There is no potential and no centrifugal term, and in atomic units the radial equation is $-\tfrac12u''=Eu$.

```lean
import Mathlib

open Real

namespace BoxContinuumNormalisation

noncomputable section

/-- Wave number `n π / R` of the `n`-th free s-wave in a box of radius `R ≠ 0`. -/
def waveNumber (R : ℝ) (n : ℕ) : ℝ := n * π / R

/-- Energy `k² / 2` (atomic units) of the `n`-th free s-wave in a box of radius `R ≠ 0`. -/
def energy (R : ℝ) (n : ℕ) : ℝ := waveNumber R n ^ 2 / 2

/-- Radial function `√(2/R) sin (k r)` of the `n`-th box state, for a radius `R > 0`. -/
def boxState (R : ℝ) (n : ℕ) (r : ℝ) : ℝ := √(2 / R) * sin (waveNumber R n * r)

/-- The free s-wave with amplitude `√(2/(π k))`, for a wave number `k > 0`. -/
def energyWave (k r : ℝ) : ℝ := √(2 / (π * k)) * sin (k * r)
```

The letter $R$ is the box radius, not a radial wave function. `boxState R n` is the reduced function $u_n(r)=\sqrt{2/R}\,\sin(kr)$, that is, $r$ times the usual radial function. `energyWave k` is the sine with amplitude $\sqrt{2/(\pi k)}$. That amplitude is put in by definition; it is the textbook one, for which the overlap of two waves on the half-line is $\delta(E-E')$.

By hand, the assumption enters twice: it makes the solutions sines, and it makes the energy quadratic in $n$. The proofs of the two level differences below use the second fact when they unfold `energy` and `waveNumber` and let `ring` finish. With a potential, or with angular momentum above zero, the levels are in general not quadratic in $n$, and the central difference is then only an approximation to $dE/dn$.

## A positive radius

The hypothesis `hR : 0 < R` says that there is a box. Together with $n\ge1$ it makes the wave number positive, which later allows division by $k$.

```lean
/-- In a box of positive radius the wave number is positive for `n ≥ 1`. -/
theorem waveNumber_pos {R : ℝ} (hR : 0 < R) {n : ℕ} (hn : 1 ≤ n) :
    0 < waveNumber R n := by
  have h : (0 : ℝ) < n := by exact_mod_cast hn
  unfold waveNumber
  positivity
```

The derivation by hand needs $R$ first at the outer wall. Differentiating twice gives

$$u_n'=\sqrt{\tfrac2R}\,k\cos(kr),\qquad u_n''=-k^2u_n ,$$

so $-\tfrac12u_n''=\tfrac{k^2}{2}u_n=E(n)\,u_n$. At the origin $\sin 0=0$, and at the wall $kR=n\pi$, so $\sin(kR)=0$.

```lean
/-- For `R > 0` the box state solves the free radial Schrödinger equation with energy
`energy R n` and vanishes at the origin and at the wall. -/
theorem boxState_schrodinger {R : ℝ} (hR : 0 < R) (n : ℕ) :
    (∀ r, -(1 / 2) * deriv (deriv (boxState R n)) r = energy R n * boxState R n r) ∧
      boxState R n 0 = 0 ∧ boxState R n R = 0 := by
  have hlin : ∀ r, HasDerivAt (fun x : ℝ => waveNumber R n * x) (waveNumber R n) r := by
    intro r
    simpa using (hasDerivAt_id r).const_mul (waveNumber R n)
  -- first derivative
  have h1 : deriv (boxState R n) =
      fun r => √(2 / R) * waveNumber R n * cos (waveNumber R n * r) := by
    funext r
    have h : HasDerivAt (boxState R n)
        (√(2 / R) * waveNumber R n * cos (waveNumber R n * r)) r :=
      ((hlin r).sin.const_mul (√(2 / R))).congr_deriv (by ring)
    exact h.deriv
  refine ⟨fun r => ?_, by simp [boxState], ?_⟩
  · -- second derivative
    rw [h1, ((hlin r).cos.const_mul (√(2 / R) * waveNumber R n)).deriv]
    unfold energy boxState
    ring
  · unfold boxState waveNumber
    rw [div_mul_cancel₀ _ hR.ne', Real.sin_nat_mul_pi, mul_zero]
```

The theorem states the equation for every real $r$, together with the two boundary values. In the proof, `hlin` is the derivative of $kr$, `h1` is the first derivative of the state, and the next rewrite takes the second. Positivity of $R$ is used to cancel it in $(n\pi/R)R$.

The same cancellation gives the integral needed for the norms. For a non-zero integer $j$,

$$\int_0^R\cos\frac{j\pi x}{R}\,dx=\frac{R}{j\pi}\sin(j\pi)=0 .$$

```lean
/-- For `R > 0` and a non-zero integer `j`, the integral of `cos (j π x / R)` over `[0, R]` is zero.
-/
theorem integral_cos_box {R : ℝ} (hR : 0 < R) (j : ℤ) (hj : j ≠ 0) :
    ∫ x in (0 : ℝ)..R, cos ((j : ℝ) * π / R * x) = 0 := by
  have hc : (j : ℝ) * π / R ≠ 0 :=
    div_ne_zero (mul_ne_zero (Int.cast_ne_zero.mpr hj) pi_ne_zero) hR.ne'
  rw [intervalIntegral.integral_comp_mul_left Real.cos hc, integral_cos,
    div_mul_cancel₀ _ hR.ne', Real.sin_int_mul_pi]
  simp
```

The label $j$ is an integer and not a natural number because it will stand for a difference of two labels, which may be negative.

Without a positive radius there is no interval to hold the particle. Lean sets the square root of a negative number to zero, so for $R<0$ the box state would vanish identically and have norm 0, and the equality of amplitudes would read $0=0$; the main theorem therefore also states that its left side is positive.

## A label of at least one

The hypothesis `hn : 1 ≤ n` says that the state exists: $n=1$ is the lowest level, and $n=0$ gives the zero function. By hand it enters the normalisation. The product formula for sines gives

$$u_m(r)\,u_n(r)=\frac1R\left[\cos\frac{(m-n)\pi r}{R}-\cos\frac{(m+n)\pi r}{R}\right].$$

Since $n\ge1$, the sum $m+n$ is not zero and the second cosine integrates to zero. If $m\ne n$, so does the first. If $m=n$, the first cosine is 1, its integral is $R$, and the result is 1.

```lean
/-- For `R > 0` and `n ≥ 1` the `n`-th box state has unit norm on `[0, R]` and is orthogonal
to every other box state. -/
theorem boxState_orthonormal {R : ℝ} (hR : 0 < R) (m : ℕ) {n : ℕ} (hn : 1 ≤ n) :
    ∫ r in (0 : ℝ)..R, boxState R m r * boxState R n r = if m = n then 1 else 0 := by
  -- product of sines as a difference of cosines
  have key : ∀ x, boxState R m x * boxState R n x =
      1 / R * (cos ((((m : ℤ) - (n : ℤ) : ℤ) : ℝ) * π / R * x)
        - cos ((((m : ℤ) + (n : ℤ) : ℤ) : ℝ) * π / R * x)) := by
    intro x
    have h1 : (((m : ℤ) - (n : ℤ) : ℤ) : ℝ) * π / R * x =
        waveNumber R m * x - waveNumber R n * x := by
      unfold waveNumber; push_cast; ring
    have h2 : (((m : ℤ) + (n : ℤ) : ℤ) : ℝ) * π / R * x =
        waveNumber R m * x + waveNumber R n * x := by
      unfold waveNumber; push_cast; ring
    have hs : √(2 / R) * √(2 / R) = 2 / R := Real.mul_self_sqrt (by positivity)
    rw [h1, h2, Real.cos_sub, Real.cos_add]
    unfold boxState
    linear_combination (sin (waveNumber R m * x) * sin (waveNumber R n * x)) * hs
  simp_rw [key]
  rw [intervalIntegral.integral_const_mul, intervalIntegral.integral_sub
    (Continuous.intervalIntegrable (by fun_prop) _ _)
    (Continuous.intervalIntegrable (by fun_prop) _ _),
    integral_cos_box hR ((m : ℤ) + (n : ℤ)) (by omega)]
  split_ifs with h
  · rw [h]
    simp [hR.ne']
  · rw [integral_cos_box hR ((m : ℤ) - (n : ℤ)) (by omega)]
    simp
```

The step `key` is the product formula, `omega` supplies $m+n\neq0$ from `hn`, and `split_ifs` separates the two cases. The label $m$ carries no condition. Without `hn` the statement fails only at $m=n=0$, where the integral is 0 and not 1.

The second use is in the level difference:

$$E(n+1)-E(n-1)=\frac{\pi^2}{2R^2}\left[(n+1)^2-(n-1)^2\right]=\frac{2n\pi^2}{R^2}=\frac{2\pi k}{R}.$$

```lean
/-- For `n ≥ 1` the energy formula gives `E(n+1) - E(n-1) = 2 π k / R` exactly, where `k` is the
wave number at `n`. -/
theorem central_spacing (R : ℝ) {n : ℕ} (hn : 1 ≤ n) :
    energy R (n + 1) - energy R (n - 1) = 2 * π * waveNumber R n / R := by
  obtain ⟨m, rfl⟩ : ∃ m, n = m + 1 := ⟨n - 1, by omega⟩
  simp only [energy, waveNumber, Nat.add_sub_cancel]
  push_cast
  ring
```

Subtraction of natural numbers stops at zero, so `n - 1` is the label below $n$ only if $n\ge1$. The proof writes $n$ as $m+1$, which removes the subtraction, and `ring` does the algebra. At $n=0$ the left side would be $E(1)-E(0)>0$ and the right side zero. At $n=1$ the lower term is $E(0)=0$: this is the value of the energy formula at $n=0$, not a level of the box, and the identity still holds.

## Both conditions together: the amplitude

Inserting the level difference gives

$$\frac2R\cdot\frac{2}{E(n+1)-E(n-1)}=\frac2R\cdot\frac{R}{\pi k}=\frac{2}{\pi k},$$

and taking square roots of these positive numbers gives the result.

```lean
/-- For `R > 0` and `n ≥ 1`, the box amplitude times the density-of-states factor from the
central level difference is positive and equals `√(2/(π k))` exactly. -/
theorem density_of_states_amplitude {R : ℝ} (hR : 0 < R) {n : ℕ} (hn : 1 ≤ n) :
    0 < √(2 / R) * √(2 / (energy R (n + 1) - energy R (n - 1))) ∧
      √(2 / R) * √(2 / (energy R (n + 1) - energy R (n - 1))) =
        √(2 / (π * waveNumber R n)) := by
  have hk := waveNumber_pos hR hn
  rw [central_spacing R hn]
  refine ⟨by positivity, ?_⟩
  rw [← Real.sqrt_mul (by positivity)]
  congr 1
  field_simp
```

The theorem has two parts, positivity and equality. Its proof follows the line above: `central_spacing` replaces the difference, `Real.sqrt_mul` joins the two roots, and `field_simp` cancels $R$. Positivity of $k$ comes from `waveNumber_pos`, so both hypotheses are used. At $n=0$ the textbook amplitude $\sqrt{2/(\pi k)}$ diverges and there is nothing to compare.

Multiplying both sides by $\sin(kr)$ turns the statement about amplitudes into one about functions.

```lean
/-- For `R > 0` and `n ≥ 1`, the box state times the density-of-states factor is the wave of
amplitude `√(2/(π k))` at every radius. -/
theorem rescaled_boxState {R : ℝ} (hR : 0 < R) {n : ℕ} (hn : 1 ≤ n) (r : ℝ) :
    √(2 / (energy R (n + 1) - energy R (n - 1))) * boxState R n r =
      energyWave (waveNumber R n) r := by
  unfold energyWave boxState
  rw [← (density_of_states_amplitude hR hn).2]
  ring
```

The proof replaces $\sqrt{2/(\pi k)}$ by the product of the two roots and reorders the factors.

Write $w_n$ for `energyWave (waveNumber R n)` and $\rho_n=2/(E(n+1)-E(n-1))$ for the density of states. Then $w_n=\sqrt{\rho_n}\,u_n$, and orthonormality gives

$$\int_0^R w_m w_n\,dr=\sqrt{\rho_m\rho_n}\,\delta_{mn}=\rho_n\,\delta_{mn}.$$

```lean
/-- Energy normalisation in a box: for `R > 0` and `m, n ≥ 1`, the overlap on `[0, R]` of the
waves of amplitude `√(2/(π k))` is the density of states if `m = n`, and zero otherwise. -/
theorem energyWave_overlap {R : ℝ} (hR : 0 < R) {m n : ℕ} (hm : 1 ≤ m) (hn : 1 ≤ n) :
    ∫ r in (0 : ℝ)..R, energyWave (waveNumber R m) r * energyWave (waveNumber R n) r =
      if m = n then 2 / (energy R (n + 1) - energy R (n - 1)) else 0 := by
  have key : ∀ r, energyWave (waveNumber R m) r * energyWave (waveNumber R n) r =
      (√(2 / (energy R (m + 1) - energy R (m - 1))) *
        √(2 / (energy R (n + 1) - energy R (n - 1)))) *
          (boxState R m r * boxState R n r) := by
    intro r
    rw [← rescaled_boxState hR hm, ← rescaled_boxState hR hn]
    ring
  simp_rw [key]
  rw [intervalIntegral.integral_const_mul, boxState_orthonormal hR m hn]
  split_ifs with h
  · have hk := waveNumber_pos hR hn
    rw [h, mul_one, central_spacing R hn]
    exact Real.mul_self_sqrt (by positivity)
  · rw [mul_zero]
```

This is the form that energy normalisation takes in a finite box. A sum over levels weighted by $1/\rho_n$, the energy interval assigned to one level, stands in for an integral over energy, and $\rho_n\delta_{mn}$ stands in for $\delta(E-E')$. The step from this model to a true continuum is the limit $R\to\infty$, in which the discrete overlap becomes the delta function; the hypotheses concern a fixed, finite $R$.

In the proof, `key` rewrites both waves as rescaled box states, and `boxState_orthonormal` evaluates the integral. The extra hypothesis `hm : 1 ≤ m` is there so that the rescaling theorem applies to the first wave as well. The formula itself fails only at $m=n=0$, where the overlap is zero and the right side is not.

## The central difference and not the forward one

The choice made at the start matters at finite $n$. The forward difference is

$$E(n+1)-E(n)=\frac{\pi^2}{2R^2}(2n+1)=\frac{\pi q}{R},\qquad q=k+\frac{\pi}{2R},$$

so it belongs to a wave number $q$ half a step above $k$. The corresponding density of states is $1/(E(n+1)-E(n))$, and the amplitude becomes

$$\sqrt{\frac2R\cdot\frac{R}{\pi q}}=\sqrt{\frac{2}{\pi q}}<\sqrt{\frac{2}{\pi k}} .$$

```lean
/-- For `R > 0` and `n ≥ 1`, the one-sided level difference `E(n+1) - E(n)` gives an amplitude
strictly below `√(2/(π k))`. -/
theorem one_sided_amplitude_lt {R : ℝ} (hR : 0 < R) {n : ℕ} (hn : 1 ≤ n) :
    √(2 / R) * √(1 / (energy R (n + 1) - energy R n)) <
      √(2 / (π * waveNumber R n)) := by
  have hk := waveNumber_pos hR hn
  -- the one-sided difference belongs to a wave number `q` half a step above `k`
  obtain ⟨q, hq⟩ : ∃ q, q = waveNumber R n + π / (2 * R) := ⟨_, rfl⟩
  have hstep : 0 < π / (2 * R) := by positivity
  have hkq : waveNumber R n < q := by linarith
  have hq0 : 0 < q := hk.trans hkq
  have hs : energy R (n + 1) - energy R n = π * q / R := by
    rw [hq]
    unfold energy waveNumber
    push_cast
    ring
  have he : 2 / R * (1 / (π * q / R)) = 2 / (π * q) := by
    field_simp
  rw [hs, ← Real.sqrt_mul (by positivity), he]
  apply Real.sqrt_lt_sqrt (by positivity)
  gcongr

end

end BoxContinuumNormalisation
```

The proof introduces the same $q$ and shows $0<k<q$. The equation `hs` is the forward difference, `he` simplifies the product under the root, and `Real.sqrt_lt_sqrt` with `gcongr` carries the inequality from $k<q$ to the amplitudes. The hypothesis $R>0$ makes the half step positive, and $n\ge1$ keeps $k$ away from zero. The ratio of the two amplitudes is $\sqrt{k/q}=\sqrt{2n/(2n+1)}$, which is about 0.816 at $n=1$ and approaches 1 for large $n$.

```lean
#print axioms BoxContinuumNormalisation.boxState_schrodinger
#print axioms BoxContinuumNormalisation.density_of_states_amplitude
#print axioms BoxContinuumNormalisation.energyWave_overlap
#print axioms BoxContinuumNormalisation.one_sided_amplitude_lt
```

```
'BoxContinuumNormalisation.boxState_schrodinger' depends on axioms: [propext, Classical.choice, Quot.sound]
'BoxContinuumNormalisation.density_of_states_amplitude' depends on axioms: [propext, Classical.choice, Quot.sound]
'BoxContinuumNormalisation.energyWave_overlap' depends on axioms: [propext, Classical.choice, Quot.sound]
'BoxContinuumNormalisation.one_sided_amplitude_lt' depends on axioms: [propext, Classical.choice, Quot.sound]
```

## The second level in a box of radius π

Take $R=\pi$ bohr, so that $k=n$ and $E(n)=n^2/2$ in atomic units. For $n=2$ the neighbouring energies are $E(1)=0.5$ and $E(3)=4.5$, and their difference is 4. This agrees with $2\pi k/R=4$. The density of states is $2/4=0.5$, and

$$\sqrt{\frac{2}{\pi}}\,\sqrt{0.5}=\sqrt{\frac1\pi}\approx0.564,\qquad \sqrt{\frac{2}{\pi\cdot2}}=\sqrt{\frac1\pi}\approx0.564 .$$

The forward difference is $E(3)-E(2)=4.5-2=2.5$. It gives $\sqrt{(2/\pi)/2.5}=\sqrt{0.8/\pi}\approx0.505$, which is too small by the factor $\sqrt{4/5}\approx0.894$.
